# Unitary orbital rotations act unitarily on N-electron configurations

A configuration is a set of occupied orbitals, but a determinant needs its rows and columns in a definite order. We list the occupied orbitals in increasing order, which fixes the sign of every Slater determinant. Orbitals are numbered \(0,\dots,M-1\), and a configuration \(S\) of \(N\) electrons is listed as \(s_0<\dots<s_{N-1}\).

For a complex \(M\times M\) matrix \(A\), define

\[
D(A)_{ST}=\det\big[A_{s_i t_j}\big]_{i,j=0}^{N-1}.
\]

If orthonormal spin orbitals are rotated as \(\varphi'_q=\sum_p\varphi_p U_{pq}\), then \(D(U)_{ST}\) is the overlap of the old determinant \(S\) with the new determinant \(T\). The claim is that \(D(U)\) is unitary whenever \(U\) is.

## Minors compose like the orbital matrices

Expand the determinant of a product and collect the sum over permutations into a determinant of \(B\):

\[
D(AB)_{ST}=\sum_{\sigma}\operatorname{sgn}\sigma\prod_i\sum_k A_{s_ik}B_{k\,t_{\sigma(i)}}
=\sum_{f}\Big(\prod_i A_{s_i f(i)}\Big)\det\big[B_{f(i)\,t_j}\big].
\]

Here \(f\) runs over all assignments of the \(N\) electrons to orbitals. If \(f\) uses an orbital twice, two rows of the last determinant agree and the term vanishes. Otherwise \(f(i)=k_{\sigma(i)}\) for exactly one configuration \(K\) and one permutation \(\sigma\), and reordering the rows gives \(\operatorname{sgn}\sigma\,D(B)_{KT}\). Hence

\[
D(AB)_{ST}=\sum_K\Big(\sum_\sigma\operatorname{sgn}\sigma\prod_i A_{s_ik_{\sigma(i)}}\Big)D(B)_{KT}
=\sum_K D(A)_{SK}D(B)_{KT}.
\]

For the identity matrix, \(D(1)_{SS}=1\). If \(S\neq T\), some orbital of \(S\) is missing from \(T\), since both have \(N\) elements; its row is zero, so \(D(1)_{ST}=0\). Taking adjoints gives \(D(A^\dagger)_{ST}=\overline{D(A)_{TS}}\). Therefore

\[
D(U)D(U)^\dagger=D(UU^\dagger)=D(1)=1,
\]

and \(D(U)^\dagger D(U)=1\) follows because the matrix is square and finite.

## Two electrons in three orbitals

Take the unitary matrix

\[
U=\frac13\begin{pmatrix}2&-2&1\\1&2&2\\2&1&-2\end{pmatrix},\qquad T=\{0,1\}.
\]

The minors for \(S=\{0,1\},\{0,2\},\{1,2\}\) are \(\tfrac23,\tfrac23,-\tfrac13\), with squares \(\tfrac49+\tfrac49+\tfrac19=1\).

At \(N=0\) there is one configuration and \(D(U)=(1)\); at \(N=1\), \(D(U)\) is \(U\) itself, relabelled. For \(N>M\) there are no configurations, so the condition \(N\le M\) is not needed.

## Configurations and minors in Lean

```lean
import Mathlib

open Matrix

namespace OrbitalRotationOverlaps

noncomputable section

variable {M N : ℕ}
```

`Fin M` labels the spin orbitals. A configuration is a finite subset together with a proof that it has `N` elements.

```lean
/-- A configuration: a set of `N` occupied orbitals among `M`. -/
abbrev Config (M N : ℕ) := {S : Finset (Fin M) // S.card = N}
```

The increasing list is an order embedding: `occ S i` is \(s_i\).

```lean
/-- The occupied orbitals of a configuration, listed in increasing order. -/
def occ (S : Config M N) : Fin N ↪o Fin M := S.1.orderEmbOfFin S.2
```

The matrix \(D(A)\) is defined for every `A`, unitary or not. The file works with these matrices and with coefficient vectors; it constructs no wave functions.

```lean
/-- The action of an orbital transformation `A` on `N`-electron configurations: the entry at
`S`, `T` is the determinant of `A` on rows `S` and columns `T`. -/
def configRotation (N : ℕ) (A : Matrix (Fin M) (Fin M) ℂ) :
    Matrix (Config M N) (Config M N) ℂ :=
  Matrix.of fun S T => (A.submatrix (occ S) (occ T)).det
```

## Assignments as configurations with permutations

The next two lemmas supply the "exactly one". For uniqueness, equal assignments have equal ranges, hence equal configurations, and then equal permutations.

```lean
/-- Different pairs of a configuration and a permutation of the electrons give different
assignments of electrons to orbitals. -/
theorem assignment_injective :
    Function.Injective (fun (p : Config M N × Equiv.Perm (Fin N)) (i : Fin N) =>
      occ p.1 (p.2 i)) := by
  rintro ⟨S, σ⟩ ⟨T, τ⟩ h
  have h' : ∀ i, occ S (σ i) = occ T (τ i) := fun i => congrFun h i
  have hr : ∀ K : Config M N, Set.range (occ K) = (K.1 : Set (Fin M)) :=
    fun K => Finset.range_orderEmbOfFin K.1 K.2
  -- both assignments occupy the same orbitals
  have hST : S = T := by
    have hrange : Set.range (occ S) = Set.range (occ T) := by
      ext x
      constructor
      · rintro ⟨j, rfl⟩
        exact ⟨τ (σ.symm j), by rw [← h', σ.apply_symm_apply]⟩
      · rintro ⟨j, rfl⟩
        exact ⟨σ (τ.symm j), by rw [h', τ.apply_symm_apply]⟩
    rw [hr, hr] at hrange
    exact Subtype.ext (Finset.coe_injective hrange)
  subst hST
  have hστ : σ = τ := Equiv.ext fun i => (occ _).injective (h' i)
  rw [hστ]
```

For existence, the configuration is the image of `f`.

```lean
/-- Every assignment of electrons to distinct orbitals is a configuration followed by a
permutation of the electrons. -/
theorem exists_assignment (f : Fin N → Fin M) (hf : Function.Injective f) :
    ∃ (S : Config M N) (σ : Equiv.Perm (Fin N)), ∀ i, occ S (σ i) = f i := by
  let S : Config M N := ⟨Finset.univ.image f, by
    rw [Finset.card_image_of_injective _ hf, Finset.card_univ, Fintype.card_fin]⟩
  have hmem : ∀ i, ∃ j, occ S j = f i := fun i => by
    have hi : f i ∈ (S.1 : Set (Fin M)) :=
      Finset.mem_coe.mpr (Finset.mem_image_of_mem f (Finset.mem_univ i))
    rw [← Finset.range_orderEmbOfFin S.1 S.2] at hi
    exact hi
  choose g hg using hmem
  have hinj : Function.Injective g := fun i j h =>
    hf ((hg i).symm.trans ((congrArg (occ S) h).trans (hg j)))
  exact ⟨S, Equiv.ofBijective g (Finite.injective_iff_bijective.mp hinj), hg⟩
```

## Composition, identity and adjoint

The three `calc` steps are the expansion over \(f\), the removal of doubly occupied assignments by `Fintype.sum_of_injective`, and the regrouping by \(K\), where `Matrix.det_permute` supplies the sign.

```lean
/-- Successive orbital transformations compose on configuration space. -/
theorem configRotation_mul (A B : Matrix (Fin M) (Fin M) ℂ) :
    configRotation N (A * B) = configRotation N A * configRotation N B := by
  have det_rows : ∀ X : Matrix (Fin N) (Fin N) ℂ,
      X.det = ∑ σ : Equiv.Perm (Fin N), ((Equiv.Perm.sign σ : ℤ) : ℂ) * ∏ i, X i (σ i) := by
    intro X
    rw [← Matrix.det_transpose, Matrix.det_apply']
    rfl
  ext S T
  rw [Matrix.mul_apply]
  calc configRotation N (A * B) S T
      = ∑ f : Fin N → Fin M,
          (∏ i, A (occ S i) (f i)) * (B.submatrix f (occ T)).det := by
        -- expand over all intermediate assignments
        simp only [configRotation, Matrix.of_apply, det_rows, Matrix.submatrix_apply,
          Matrix.mul_apply, Finset.prod_univ_sum, Fintype.piFinset_univ, Finset.mul_sum,
          Finset.prod_mul_distrib]
        rw [Finset.sum_comm]
        refine Finset.sum_congr rfl fun f _ => Finset.sum_congr rfl fun σ _ => ?_
        ring
    _ = ∑ p : Config M N × Equiv.Perm (Fin N), (∏ i, A (occ S i) (occ p.1 (p.2 i))) *
          (B.submatrix (fun i => occ p.1 (p.2 i)) (occ T)).det := by
        symm
        refine Fintype.sum_of_injective _ assignment_injective _ _ ?_ (fun _ => rfl)
        -- a doubly used orbital gives two equal rows
        intro f hf
        have hninj : ¬ Function.Injective f := fun hinj => by
          obtain ⟨K, σ, h⟩ := exists_assignment f hinj
          exact hf ⟨(K, σ), funext h⟩
        obtain ⟨i, j, hij, hne⟩ := Function.not_injective_iff.mp hninj
        have hzero : (B.submatrix f (occ T)).det = 0 :=
          Matrix.det_zero_of_row_eq hne (funext fun k => by
            simp only [Matrix.submatrix_apply, hij])
        rw [hzero, mul_zero]
    _ = ∑ K, configRotation N A S K * configRotation N B K T := by
        rw [Fintype.sum_prod_type]
        refine Finset.sum_congr rfl fun K _ => ?_
        have hperm : ∀ σ : Equiv.Perm (Fin N),
            (B.submatrix (fun i => occ K (σ i)) (occ T)).det =
              ((Equiv.Perm.sign σ : ℤ) : ℂ) * (B.submatrix (occ K) (occ T)).det :=
          fun σ => Matrix.det_permute σ (B.submatrix (occ K) (occ T))
        change _ = (A.submatrix (occ S) (occ K)).det * (B.submatrix (occ K) (occ T)).det
        rw [det_rows (A.submatrix (occ S) (occ K)), Finset.sum_mul]
        refine Finset.sum_congr rfl fun σ _ => ?_
        simp only [hperm, Matrix.submatrix_apply]
        ring
```

The identity is treated by the same zero-row argument as above.

```lean
/-- Leaving the orbitals unchanged leaves every configuration unchanged. -/
theorem configRotation_one : configRotation N (1 : Matrix (Fin M) (Fin M) ℂ) = 1 := by
  ext S T
  change ((1 : Matrix (Fin M) (Fin M) ℂ).submatrix (occ S) (occ T)).det = _
  by_cases h : S = T
  · rw [h, Matrix.submatrix_one _ (occ T).injective, Matrix.det_one, Matrix.one_apply_eq]
  · -- an orbital occupied in `S` but not in `T` gives a zero row
    have hex : ∃ i, occ S i ∉ T.1 := by
      by_contra hc
      push Not at hc
      refine h (Subtype.ext (Finset.eq_of_subset_of_card_le ?_ (T.2.trans S.2.symm).le))
      intro x hx
      have hx' : x ∈ (S.1 : Set (Fin M)) := hx
      rw [← Finset.range_orderEmbOfFin S.1 S.2] at hx'
      obtain ⟨i, rfl⟩ := hx'
      exact hc i
    obtain ⟨i, hi⟩ := hex
    rw [Matrix.one_apply_ne h]
    refine Matrix.det_eq_zero_of_row_eq_zero i fun j => ?_
    refine Matrix.one_apply_ne fun hij => hi ?_
    rw [hij]
    exact Finset.orderEmbOfFin_mem T.1 T.2 j

/-- The adjoint orbital transformation acts on configurations as the adjoint matrix. -/
theorem configRotation_conjTranspose (A : Matrix (Fin M) (Fin M) ℂ) :
    configRotation N Aᴴ = (configRotation N A)ᴴ := by
  ext S T
  change (Aᴴ.submatrix (occ S) (occ T)).det = star (A.submatrix (occ T) (occ S)).det
  rw [← Matrix.det_conjTranspose, Matrix.conjTranspose_submatrix]
```

## Unitarity and preserved overlaps

The proof rewrites \(D(U)D(U)^\dagger\) exactly as in the derivation.

```lean
/-- A unitary rotation of the orbitals acts unitarily on the `N`-electron configuration space. -/
theorem configRotation_unitary {U : Matrix (Fin M) (Fin M) ℂ}
    (hU : U ∈ Matrix.unitaryGroup (Fin M) ℂ) :
    configRotation N U ∈ Matrix.unitaryGroup (Config M N) ℂ := by
  rw [Matrix.mem_unitaryGroup_iff, Matrix.star_eq_conjTranspose,
    ← configRotation_conjTranspose, ← configRotation_mul, ← Matrix.star_eq_conjTranspose,
    Matrix.mem_unitaryGroup_iff.mp hU, configRotation_one]
```

For coefficient vectors, `star c ⬝ᵥ d` is \(\sum_S\overline{c_S}d_S\). Overlaps of configuration-interaction vectors thus survive an orbital rotation, provided that all \(N\)-electron configurations of the finite orbital set are kept.

```lean
/-- A unitary orbital rotation preserves the overlap of any two vectors of configuration
coefficients. -/
theorem overlap_preserved {U : Matrix (Fin M) (Fin M) ℂ}
    (hU : U ∈ Matrix.unitaryGroup (Fin M) ℂ) (c d : Config M N → ℂ) :
    star (configRotation N U *ᵥ c) ⬝ᵥ (configRotation N U *ᵥ d) = star c ⬝ᵥ d := by
  rw [Matrix.star_mulVec, Matrix.dotProduct_mulVec, Matrix.vecMul_vecMul,
    ← Matrix.star_eq_conjTranspose,
    Matrix.mem_unitaryGroup_iff'.mp (configRotation_unitary hU), Matrix.vecMul_one]
```

The diagonal entry of \(D(U)^\dagger D(U)=1\) at \(T\) says that the weights of a rotated determinant over the old configurations sum to one.

```lean
/-- For a unitary orbital rotation, the squared moduli of the minors with fixed columns `T`
sum to one over all configurations `S`. -/
theorem sum_weights {U : Matrix (Fin M) (Fin M) ℂ}
    (hU : U ∈ Matrix.unitaryGroup (Fin M) ℂ) (T : Config M N) :
    ∑ S : Config M N, ‖(U.submatrix (occ S) (occ T)).det‖ ^ 2 = 1 := by
  have h := congrFun (congrFun
    (Matrix.mem_unitaryGroup_iff'.mp (configRotation_unitary (N := N) hU)) T) T
  rw [Matrix.mul_apply, Matrix.one_apply_eq] at h
  apply Complex.ofReal_injective
  push_cast
  refine Eq.trans (Finset.sum_congr rfl fun S _ => ?_) h
  exact (Complex.conj_mul' _).symm
```

## Filled orbitals and the failure of the converse

When \(N=M\) there is a single configuration, and the only entry of \(D(A)\) is \(\det A\).

```lean
/-- When all `M` orbitals are filled, an orbital transformation acts as multiplication by its
determinant. -/
theorem configRotation_filled (A : Matrix (Fin M) (Fin M) ℂ) (S T : Config M M) :
    configRotation M A S T = A.det := by
  have huniv : ∀ K : Config M M, K.1 = Finset.univ := fun K =>
    (Finset.card_eq_iff_eq_univ K.1).mp (by rw [K.2, Fintype.card_fin])
  have hST : S = T := Subtype.ext ((huniv S).trans (huniv T).symm)
  rw [← hST]
  exact Matrix.det_submatrix_equiv_self
    (Equiv.ofBijective (occ S) (Finite.injective_iff_bijective.mp (occ S).injective)) A
```

A shear, which adds one orbital to the other, has determinant 1. It therefore acts as the identity on the filled two-electron space, although it is not unitary: the top left entry of \(AA^\dagger\) is 2.

```lean
/-- The converse fails for filled orbitals: a shear of two orbitals is not unitary, yet it acts
unitarily on the two-electron configuration space. -/
theorem shear_counterexample :
    configRotation 2 (!![1, 1; 0, 1] : Matrix (Fin 2) (Fin 2) ℂ) ∈
        Matrix.unitaryGroup (Config 2 2) ℂ ∧
      (!![1, 1; 0, 1] : Matrix (Fin 2) (Fin 2) ℂ) ∉ Matrix.unitaryGroup (Fin 2) ℂ := by
  constructor
  · have h : configRotation 2 (!![1, 1; 0, 1] : Matrix (Fin 2) (Fin 2) ℂ) =
        configRotation 2 1 := by
      ext S T
      rw [configRotation_filled, configRotation_filled]
      simp [Matrix.det_fin_two_of]
    rw [h, configRotation_one]
    exact one_mem _
  · intro h
    have h00 := congrFun (congrFun (Matrix.mem_unitaryGroup_iff.mp h) 0) 0
    simp [Matrix.mul_apply, Fin.sum_univ_succ, Matrix.star_apply] at h00

end

end OrbitalRotationOverlaps
```

```lean
#print axioms OrbitalRotationOverlaps.configRotation_unitary
-- 'OrbitalRotationOverlaps.configRotation_unitary' depends on axioms: [propext, Classical.choice, Quot.sound]
#print axioms OrbitalRotationOverlaps.overlap_preserved
-- 'OrbitalRotationOverlaps.overlap_preserved' depends on axioms: [propext, Classical.choice, Quot.sound]
#print axioms OrbitalRotationOverlaps.sum_weights
-- 'OrbitalRotationOverlaps.sum_weights' depends on axioms: [propext, Classical.choice, Quot.sound]
#print axioms OrbitalRotationOverlaps.shear_counterexample
-- 'OrbitalRotationOverlaps.shear_counterexample' depends on axioms: [propext, Classical.choice, Quot.sound]
```
